# Geminal powers are the fixed-number components of a BCS pair state

A BCS state superposes different numbers of electron pairs, while an isolated molecule has a definite number of electrons. What is its component with exactly \(m\) pairs, and how large is it? Here there are \(M\) levels, each with two spin states.

```lean
import Mathlib

open Matrix

namespace GeminalPower

noncomputable section

variable {n : Type*} [Fintype n] [DecidableEq n] {M : ℕ}
```

The creators \(c_p\) are finite complex matrices, and the annihilators are their conjugate transposes. `IsFermi` requires
\[ c_pc_q+c_qc_p=0,\qquad c_p^\dagger c_q+c_qc_p^\dagger=\delta_{pq}. \]

```lean
/-- The matrices `c p` are fermionic creation operators: together with their adjoints they obey
the canonical anticommutation relations. -/
structure IsFermi {ι : Type*} [DecidableEq ι] (c : ι → Matrix n n ℂ) : Prop where
  cc : ∀ p q, c p * c q + c q * c p = 0
  ac : ∀ p q, (c p)ᴴ * c q + c q * (c p)ᴴ = if p = q then 1 else 0
```

The vacuum \(v\) is a unit vector killed by every \(c_p^\dagger\).

```lean
/-- The vector `v` is a normalised vacuum: every annihilation operator sends it to zero. -/
structure IsVacuum {ι : Type*} (c : ι → Matrix n n ℂ) (v : n → ℂ) : Prop where
  kill : ∀ p, (c p)ᴴ *ᵥ v = 0
  unit : star v ⬝ᵥ v = 1
```

With `true` for \(\uparrow\) and `false` for \(\downarrow\), level \(k\) has the pair creator \(B_k=c_{k\uparrow}c_{k\downarrow}\).

```lean
/-- The operator creating a pair of opposite spins in level `k`. -/
def pair (c : Fin M × Bool → Matrix n n ℂ) (k : Fin M) : Matrix n n ℂ :=
  c (k, true) * c (k, false)
```

For arbitrary complex amplitudes \(z_k\), the geminal on a set \(s\) of levels is \(Z_s=\sum_{k\in s}z_kB_k\). Write \(Z\) when \(s\) contains all levels.

```lean
/-- The geminal creation operator with amplitudes `z`, spread over the levels in `s`. -/
def geminal (c : Fin M × Bool → Matrix n n ℂ) (z : Fin M → ℂ) (s : Finset (Fin M)) :
    Matrix n n ℂ := ∑ k ∈ s, z k • pair c k
```

The particle number is \(\hat N=\sum_p c_pc_p^\dagger\).

```lean
/-- The total particle number operator. -/
def number (c : Fin M × Bool → Matrix n n ℂ) : Matrix n n ℂ := ∑ p, c p * (c p)ᴴ
```

The norms will involve \(e_m(s)=\sum_{t\subseteq s,\,|t|=m}\prod_{k\in t}x_k\), with \(x_k=|z_k|^2\).

```lean
/-- The elementary symmetric polynomial of degree `m` in the variables `x k`, `k ∈ s`. -/
def elemSymm (s : Finset (Fin M)) (x : Fin M → ℝ) (m : ℕ) : ℝ :=
  ∑ t ∈ s.powersetCard m, ∏ k ∈ t, x k
```

## Expanding the BCS product

Moving one pair past another costs four sign changes, so \(B_kB_l=B_lB_k\) for \(k\ne l\). Since \(c_p^2=0\), also \(B_k^2=-c_{k\uparrow}^2c_{k\downarrow}^2=0\). The code writes both expressions through anticommutators, using `noncomm_ring`.

```lean
/-- Pair creators commute with each other, and each of them squares to zero. -/
theorem pair_algebra {c : Fin M × Bool → Matrix n n ℂ} (h : IsFermi c) (k l : Fin M) :
    pair c k * pair c l = pair c l * pair c k ∧ pair c k * pair c k = 0 := by
  have sq : ∀ p, c p * c p = 0 := fun p => by
    have e : c p * c p = (1 / 2 : ℂ) • (c p * c p + c p * c p) := by module
    rw [e, h.cc, smul_zero]
  have comm : ∀ p q r s : Matrix n n ℂ, p * q * (r * s) - r * s * (p * q) =
      p * (q * r + r * q) * s - (p * r + r * p) * q * s + r * p * (q * s + s * q)
        - r * (p * s + s * p) * q := fun p q r s => by noncomm_ring
  have nil : ∀ u d : Matrix n n ℂ, u * d * (u * d) =
      u * (d * u + u * d) * d - u * u * (d * d) := fun u d => by noncomm_ring
  constructor
  · apply sub_eq_zero.1
    unfold pair
    rw [comm, h.cc, h.cc, h.cc, h.cc]
    simp
  · unfold pair
    rw [nil, h.cc, sq, sq]
    simp
```

If \(x^2=0\) and \(xy=yx\), then
\[ (x+y)^{m+1}=y^{m+1}+(m+1)xy^m. \]
Multiplying by \(x+y\) removes the \(x^2\) term and raises the coefficient to \(m+2\), which is the induction step.

```lean
/-- Binomial expansion when one of two commuting operators squares to zero. -/
theorem add_pow_of_sq_zero {R : Type*} [Ring R] [Algebra ℂ R] {x y : R}
    (hx : x * x = 0) (hc : x * y = y * x) (m : ℕ) :
    (x + y) ^ (m + 1) = y ^ (m + 1) + ((m : ℂ) + 1) • (x * y ^ m) := by
  induction m with
  | zero => simp [add_comm]
  | succ m ih =>
    rw [pow_succ', ih, add_mul, mul_add, mul_add, mul_smul_comm, mul_smul_comm,
      ← mul_assoc x x, hx, zero_mul, smul_zero, ← mul_assoc y x, ← hc, mul_assoc x y,
      ← pow_succ' y (m + 1), ← pow_succ' y m]
    push_cast
    module
```

Split a sum of \(M+1\) such operators as \(x_0+Y\). By induction \(Y^{M+1}=0\), hence \((x_0+Y)^{M+2}=0\), and
\[ \sum_{m=0}^{M+1}\frac{(x_0+Y)^m}{m!}=(1+x_0)\sum_{m=0}^{M}\frac{Y^m}{m!}. \]

```lean
/-- For `M` commuting operators of square zero, the power `M + 1` of their sum vanishes, and the
product of the factors `1 + x k` is the exponential series of the sum up to order `M`. -/
theorem prod_one_add {R : Type*} [Ring R] [Algebra ℂ R] (x : Fin M → R)
    (hc : ∀ i j, x i * x j = x j * x i) (hs : ∀ i, x i * x i = 0) :
    (∑ k, x k) ^ (M + 1) = 0 ∧ (List.ofFn fun k => 1 + x k).prod =
      ∑ m ∈ Finset.range (M + 1), (m.factorial : ℂ)⁻¹ • (∑ k, x k) ^ m := by
  induction M with
  | zero => simp
  | succ M ih =>
    obtain ⟨Y, hYd⟩ : ∃ Y, Y = ∑ k : Fin M, x k.succ := ⟨_, rfl⟩
    have ih' := ih (fun k => x k.succ) (fun _ _ => hc _ _) (fun _ => hs _)
    have hY : Y ^ (M + 1) = 0 := by rw [hYd]; exact ih'.1
    have hP : (List.ofFn fun k : Fin M => 1 + x k.succ).prod =
        ∑ m ∈ Finset.range (M + 1), (m.factorial : ℂ)⁻¹ • Y ^ m := by rw [hYd]; exact ih'.2
    have hxY : x 0 * Y = Y * x 0 := by
      rw [hYd, Finset.mul_sum, Finset.sum_mul]
      exact Finset.sum_congr rfl fun k _ => hc _ _
    have hpow := add_pow_of_sq_zero (hs 0) hxY
    simp only [List.ofFn_succ, List.prod_cons, Fin.sum_univ_succ]
    rw [hP, ← hYd]
    constructor
    · rw [hpow, pow_succ, hY]
      simp
    -- each order splits into terms without and with the new operator
    · have h1 : ∀ m : ℕ, ((m + 1).factorial : ℂ)⁻¹ • (x 0 + Y) ^ (m + 1) =
          ((m + 1).factorial : ℂ)⁻¹ • Y ^ (m + 1) + (m.factorial : ℂ)⁻¹ • (x 0 * Y ^ m) := by
        intro m
        have a : (m.factorial : ℂ) ≠ 0 := Nat.cast_ne_zero.2 m.factorial_ne_zero
        have b : (m : ℂ) + 1 ≠ 0 := Nat.cast_add_one_ne_zero m
        have hf : ((m + 1).factorial : ℂ)⁻¹ * ((m : ℂ) + 1) = (m.factorial : ℂ)⁻¹ := by
          rw [Nat.factorial_succ]
          push_cast
          field_simp
        rw [hpow, smul_add, smul_smul, hf]
      have h2 : ∑ m ∈ Finset.range (M + 1), ((m + 1).factorial : ℂ)⁻¹ • Y ^ (m + 1)
          + ((0 : ℕ).factorial : ℂ)⁻¹ • Y ^ 0 =
          ∑ m ∈ Finset.range (M + 1), (m.factorial : ℂ)⁻¹ • Y ^ m :=
        (Finset.sum_range_succ' (fun m => (m.factorial : ℂ)⁻¹ • Y ^ m) (M + 1)).symm.trans
          (by rw [Finset.sum_range_succ, hY, smul_zero, add_zero])
      rw [Finset.sum_range_succ' _ (M + 1), Finset.sum_congr rfl (fun m _ => h1 m),
        Finset.sum_add_distrib, add_mul, one_mul, Finset.mul_sum, ← h2]
      simp only [mul_smul_comm, pow_zero]
      abel
```

Repeating this step for \(Y\) turns the right-hand side into the product of all the factors \(1+x_k\). Setting \(x_k=z_kB_k\) gives
\[ \prod_k(1+z_kB_k)=\sum_{m=0}^{M}\frac{Z^m}{m!}. \]
Lean takes the product in list order; the factors commute. Applied to \(v\), the product gives the BCS state in unnormalised form. The normalised state \(\prod_k(a_k+b_kB_k)v\), with \(|a_k|^2+|b_k|^2=1\) and every \(a_k\ne0\), is \(\prod_ka_k\) times this vector, for \(z_k=b_k/a_k\).

```lean
/-- The BCS product over all levels is the sum of the geminal powers `Z ^ m / m!`, with `m`
running from zero to the number of levels. -/
theorem bcs_eq_sum_geminal_powers {c : Fin M × Bool → Matrix n n ℂ} (h : IsFermi c)
    (z : Fin M → ℂ) : (List.ofFn fun k => 1 + z k • pair c k).prod =
      ∑ m ∈ Finset.range (M + 1), (m.factorial : ℂ)⁻¹ • geminal c z Finset.univ ^ m := by
  refine (prod_one_add (fun k => z k • pair c k) (fun k l => ?_) (fun k => ?_)).2
  · rw [smul_mul_smul_comm, smul_mul_smul_comm, (pair_algebra h k l).1, mul_comm (z k)]
  · rw [smul_mul_smul_comm, (pair_algebra h k k).2, smul_zero]
```

## Counting the particles

The anticommutators give \([\hat N,c_q]=c_q\), hence \([\hat N,B_k]=2B_k\) and \([\hat N,Z_s]=2Z_s\). Starting from \(\hat Nv=0\), induction yields
\[ \hat NZ_s^mv=2m\,Z_s^mv. \]
So \(Z^mv/m!\) is the \(m\)-pair component of the unnormalised BCS state. The equation also holds when \(Z_s^mv=0\).

```lean
/-- The `m`-th geminal power on the vacuum satisfies the eigenvalue equation of the particle
number operator with value `2 m`. -/
theorem number_geminal_power {c : Fin M × Bool → Matrix n n ℂ} (h : IsFermi c) {v : n → ℂ}
    (hv : IsVacuum c v) (z : Fin M → ℂ) (s : Finset (Fin M)) (m : ℕ) :
    number c *ᵥ (geminal c z s ^ m *ᵥ v) = (2 * m : ℂ) • (geminal c z s ^ m *ᵥ v) := by
  -- a creator raises the particle number by one
  have hc : ∀ q, number c * c q - c q * number c = c q := fun q => by
    have e : ∀ p, c p * (c p)ᴴ * c q - c q * (c p * (c p)ᴴ) = if p = q then c p else 0 := by
      intro p
      have key : c p * (c p)ᴴ * c q - c q * (c p * (c p)ᴴ) =
        c p * ((c p)ᴴ * c q + c q * (c p)ᴴ) - (c p * c q + c q * c p) * (c p)ᴴ := by noncomm_ring
      rw [key, h.ac, h.cc]
      split_ifs <;> simp
    rw [number, Finset.sum_mul, Finset.mul_sum, ← Finset.sum_sub_distrib,
      Finset.sum_congr rfl (fun p _ => e p)]
    simp
  have hB : ∀ k, number c * pair c k = pair c k * number c + (2 : ℂ) • pair c k := fun k => by
    have key : ∀ N u d : Matrix n n ℂ, N * (u * d) =
      u * d * N + ((N * u - u * N) * d + u * (N * d - d * N)) := fun N u d => by noncomm_ring
    rw [pair, key, hc, hc, two_smul]
  have hZ : number c * geminal c z s = geminal c z s * number c + (2 : ℂ) • geminal c z s := by
    simp only [geminal, Finset.mul_sum, Finset.sum_mul, Finset.smul_sum,
      ← Finset.sum_add_distrib]
    refine Finset.sum_congr rfl fun k _ => ?_
    rw [mul_smul_comm, hB, smul_mul_assoc]
    module
  have step : ∀ w, number c *ᵥ (geminal c z s *ᵥ w) =
      geminal c z s *ᵥ (number c *ᵥ w) + (2 : ℂ) • (geminal c z s *ᵥ w) := fun w => by
    simp only [mulVec_mulVec, hZ, add_mulVec, smul_mulVec]
  induction m with
  | zero =>
    have h0 : number c *ᵥ v = 0 := by
      refine Finset.sum_induction _ (fun A => A *ᵥ v = 0) (fun A B hA hB => ?_)
        (zero_mulVec v) (fun p _ => ?_)
      · have hA' : A *ᵥ v = 0 := hA
        have hB' : B *ᵥ v = 0 := hB
        show (A + B) *ᵥ v = 0
        rw [add_mulVec, hA', hB', add_zero]
      · show (c p * (c p)ᴴ) *ᵥ v = 0
        rw [← mulVec_mulVec, hv.kill, mulVec_zero]
    simp [h0]
  | succ m ih =>
    rw [pow_succ', ← mulVec_mulVec, step, ih, mulVec_smul]
    push_cast
    module
```

## The norm of each component

Sorting the sets \(t\) by whether they contain a new level \(k\notin s\) gives
\[ e_{m+1}(s\cup\{k\})=e_{m+1}(s)+x_ke_m(s). \]

```lean
/-- Adding a variable to an elementary symmetric polynomial. -/
theorem elemSymm_insert {s : Finset (Fin M)} {k : Fin M} (hk : k ∉ s) (x : Fin M → ℝ) (m : ℕ) :
    elemSymm (insert k s) x (m + 1) = elemSymm s x (m + 1) + x k * elemSymm s x m := by
  have out : ∀ {j : ℕ} {t : Finset (Fin M)}, t ∈ s.powersetCard j → k ∉ t :=
    fun ht hkt => hk ((Finset.mem_powersetCard.1 ht).1 hkt)
  unfold elemSymm
  rw [Finset.powersetCard_succ_insert hk, Finset.sum_union, Finset.sum_image, Finset.mul_sum]
  · congr 1
    exact Finset.sum_congr rfl fun t ht => Finset.prod_insert (out ht)
  · intro a ha b hb hab
    calc a = (insert k a).erase k := (Finset.erase_insert (out ha)).symm
      _ = (insert k b).erase k := congrArg (fun t => Finset.erase t k) hab
      _ = b := Finset.erase_insert (out hb)
  · refine Finset.disjoint_left.2 fun t ht ht' => ?_
    obtain ⟨a, -, rfl⟩ := Finset.mem_image.1 ht'
    exact out ht (Finset.mem_insert_self k a)
```

Suppose level \(k\) is empty in \(u\) and \(w\). Then \(B_k^\dagger u=0\), and
\[ B_k^\dagger B_kw=c_{k\downarrow}^\dagger(1-c_{k\uparrow}c_{k\uparrow}^\dagger)c_{k\downarrow}w=c_{k\downarrow}^\dagger c_{k\downarrow}w=w. \]
The cross terms therefore vanish:
\[ \|u+tB_kw\|^2=\|u\|^2+|t|^2\|w\|^2. \]

```lean
/-- If level `k` is empty in `u` and in `w`, then adding to `u` the vector `t • (pair c k *ᵥ w)`
increases the squared norm by `‖t‖ ^ 2` times the squared norm of `w`. -/
theorem normSq_add_pair {c : Fin M × Bool → Matrix n n ℂ} (h : IsFermi c) (k : Fin M)
    {u w : n → ℂ} (hu : ∀ σ, (c (k, σ))ᴴ *ᵥ u = 0) (hw : ∀ σ, (c (k, σ))ᴴ *ᵥ w = 0) (t : ℂ) :
    star (u + t • (pair c k *ᵥ w)) ⬝ᵥ (u + t • (pair c k *ᵥ w)) =
      star u ⬝ᵥ u + (‖t‖ : ℂ) ^ 2 * (star w ⬝ᵥ w) := by
  have adj : ∀ (A : Matrix n n ℂ) (x y : n → ℂ), star (A *ᵥ x) ⬝ᵥ y = star x ⬝ᵥ (Aᴴ *ᵥ y) :=
    fun A x y => by rw [star_mulVec, dotProduct_mulVec]
  have hBu : (pair c k)ᴴ *ᵥ u = 0 := by
    rw [pair, conjTranspose_mul, ← mulVec_mulVec, hu, mulVec_zero]
  -- removing the pair just created gives back the state
  have hBB : (pair c k)ᴴ *ᵥ (pair c k *ᵥ w) = w := by
    have key : ∀ a b p q : Matrix n n ℂ, b * a * (p * q) = 1 - q * b + b * p * q * a
        + (b * (a * p + p * a - 1) * q + (b * q + q * b - 1) - b * p * (a * q + q * a)) :=
      fun a b p q => by noncomm_ring
    have e1 : ∀ σ, (c (k, σ))ᴴ * c (k, σ) + c (k, σ) * (c (k, σ))ᴴ = 1 :=
      fun σ => (h.ac _ _).trans (if_pos rfl)
    have e2 : (c (k, true))ᴴ * c (k, false) + c (k, false) * (c (k, true))ᴴ = 0 :=
      (h.ac _ _).trans (if_neg (by simp))
    rw [mulVec_mulVec, pair, conjTranspose_mul, key, e1, e1, e2]
    simp [add_mulVec, sub_mulVec, ← mulVec_mulVec, hw]
  have h1 : star (pair c k *ᵥ w) ⬝ᵥ u = 0 := by rw [adj, hBu, dotProduct_zero]
  have h2 : star u ⬝ᵥ (pair c k *ᵥ w) = 0 := by
    have e := adj (pair c k)ᴴ u w
    rw [hBu, conjTranspose_conjTranspose, star_zero, zero_dotProduct] at e
    exact e.symm
  have h3 : star (pair c k *ᵥ w) ⬝ᵥ (pair c k *ᵥ w) = star w ⬝ᵥ w := by rw [adj, hBB]
  have ht : star t * t = (‖t‖ : ℂ) ^ 2 := Complex.conj_mul' t
  simp only [star_add, star_smul, add_dotProduct, dotProduct_add, smul_dotProduct,
    dotProduct_smul, h1, h2, h3, smul_eq_mul]
  linear_combination (star w ⬝ᵥ w) * ht
```

For \(k\notin s\), the annihilators of level \(k\) commute with \(Z_s\), so they kill \(Z_s^jv\). The binomial step gives
\[ Z_{s\cup\{k\}}^{m+1}v=Z_s^{m+1}v+(m+1)z_kB_kZ_s^mv. \]
Taking norms reproduces the recursion for \(e_m\), with the factorials. Induction from the empty set, where only \(m=0\) survives, proves
\[ \|Z_s^mv\|^2=(m!)^2e_m(s). \]
Lean writes the squared norm as `star w ⬝ᵥ w`. With \(s\) containing all levels, the \(m\)-pair component \(Z^mv/m!\) of the unnormalised BCS state has squared norm \(e_m\). Components with different \(m\) are orthogonal and \(\sum_me_m=\prod_k(1+|z_k|^2)\), so the normalised BCS state holds \(m\) pairs with probability \(e_m/\prod_k(1+|z_k|^2)\). In electronic structure the formula for \(\|Z_s^mv\|^2\) normalises a nonzero antisymmetrised geminal power whose geminal pairs opposite spins within each of finitely many levels. No Hamiltonian enters, and the amplitudes are not optimised.

```lean
/-- The squared norm of the `m`-th geminal power on the vacuum is `(m!)²` times the elementary
symmetric polynomial of degree `m` in the squared moduli of the amplitudes. -/
theorem normSq_geminal_power {c : Fin M × Bool → Matrix n n ℂ} (h : IsFermi c) {v : n → ℂ}
    (hv : IsVacuum c v) (z : Fin M → ℂ) (s : Finset (Fin M)) (m : ℕ) :
    star (geminal c z s ^ m *ᵥ v) ⬝ᵥ (geminal c z s ^ m *ᵥ v) =
      (((m.factorial : ℝ) ^ 2 * elemSymm s (fun k => ‖z k‖ ^ 2) m : ℝ) : ℂ) := by
  induction s using Finset.induction_on generalizing m with
  | empty =>
    cases m with
    | zero => simp [elemSymm, hv.unit]
    | succ m =>
      have e : elemSymm (∅ : Finset (Fin M)) (fun k => ‖z k‖ ^ 2) (m + 1) = 0 := by
        rw [elemSymm, Finset.powersetCard_eq_empty.2 (by simp), Finset.sum_empty]
      rw [e]
      simp [geminal]
  | insert k s hk ih =>
    cases m with
    | zero => simp [elemSymm, hv.unit]
    | succ m =>
      -- level `k` stays empty in every power of the geminal on `s`
      have spect : ∀ (j : ℕ) (σ : Bool), (c (k, σ))ᴴ *ᵥ (geminal c z s ^ j *ᵥ v) = 0 := by
        intro j σ
        have hcomm : Commute (c (k, σ))ᴴ (geminal c z s) := by
          refine Commute.sum_right _ _ _ fun l hl => Commute.smul_right ?_ _
          have e : ∀ τ, (c (k, σ))ᴴ * c (l, τ) + c (l, τ) * (c (k, σ))ᴴ = 0 := fun τ =>
            (h.ac _ _).trans (if_neg fun q : (k, σ) = (l, τ) => hk (by
              have hkl : k = l := (Prod.mk.inj q).1
              rw [hkl]
              exact hl))
          have key : ∀ a p q : Matrix n n ℂ, a * (p * q) - p * q * a =
            (a * p + p * a) * q - p * (a * q + q * a) := fun a p q => by noncomm_ring
          apply sub_eq_zero.1
          rw [pair, key, e, e, zero_mul, mul_zero, sub_zero]
        rw [mulVec_mulVec, (hcomm.pow_right j).eq, ← mulVec_mulVec, hv.kill, mulVec_zero]
      have hx : (z k • pair c k) * (z k • pair c k) = 0 := by
        rw [smul_mul_smul_comm, (pair_algebra h k k).2, smul_zero]
      have hxY : (z k • pair c k) * geminal c z s = geminal c z s * (z k • pair c k) := by
        rw [geminal, Finset.mul_sum, Finset.sum_mul]
        refine Finset.sum_congr rfl fun l _ => ?_
        rw [smul_mul_smul_comm, smul_mul_smul_comm, (pair_algebra h k l).1, mul_comm (z k)]
      have hins : geminal c z (insert k s) = z k • pair c k + geminal c z s :=
        Finset.sum_insert hk
      have hvec : geminal c z (insert k s) ^ (m + 1) *ᵥ v = geminal c z s ^ (m + 1) *ᵥ v +
          (((m : ℂ) + 1) * z k) • (pair c k *ᵥ (geminal c z s ^ m *ᵥ v)) := by
        rw [hins, add_pow_of_sq_zero hx hxY]
        simp only [smul_mul_assoc, smul_smul, add_mulVec, smul_mulVec, mulVec_mulVec]
      have hn : ‖(m : ℂ) + 1‖ = (m : ℝ) + 1 := by
        exact_mod_cast Complex.norm_natCast (m + 1)
      rw [hvec, normSq_add_pair h k (spect _) (spect _), ih, ih, elemSymm_insert hk, norm_mul,
        hn, Nat.factorial_succ]
      push_cast
      ring
```

## An explicit two-level system

To add a mode, double the space and set
\[ c_{\rm new}=\begin{pmatrix}0&0\\1&0\end{pmatrix},\qquad c_i'=\begin{pmatrix}c_i&0\\0&-c_i\end{pmatrix}. \]

```lean
/-- Enlarges a set of creation operators by one new mode, with the sign of Jordan and Wigner on
the old ones. -/
def addMode {N : ℕ} (c : Fin N → Matrix n n ℂ) : Fin (N + 1) → Matrix (n ⊕ n) (n ⊕ n) ℂ :=
  Fin.cons (fromBlocks 0 0 1 0) fun i => fromBlocks (c i) 0 0 (-(c i))
```

The minus sign makes new and old modes anticommute, and \((v,0)\) is the new vacuum. Block multiplication checks each case.

```lean
/-- Adding a mode preserves the anticommutation relations and the vacuum. -/
theorem addMode_spec {N : ℕ} {c : Fin N → Matrix n n ℂ} {v : n → ℂ}
    (h : IsFermi c ∧ IsVacuum c v) :
    IsFermi (addMode c) ∧ IsVacuum (addMode c) (Sum.elim v 0) := by
  refine ⟨⟨fun p q => ?_, fun p q => ?_⟩, ⟨fun p => ?_, ?_⟩⟩
  · cases p using Fin.cases <;> cases q using Fin.cases <;>
      simp [addMode, fromBlocks_multiply, fromBlocks_add, h.1.cc]
  · cases p using Fin.cases with
    | zero =>
      cases q using Fin.cases with
      | zero => simp [addMode, fromBlocks_multiply, fromBlocks_add, fromBlocks_conjTranspose]
      | succ j =>
        rw [if_neg (Fin.succ_ne_zero j).symm]
        simp [addMode, fromBlocks_multiply, fromBlocks_add, fromBlocks_conjTranspose]
    | succ i =>
      cases q using Fin.cases with
      | zero =>
        rw [if_neg (Fin.succ_ne_zero i)]
        simp [addMode, fromBlocks_multiply, fromBlocks_add, fromBlocks_conjTranspose]
      | succ j =>
        by_cases e : i = j <;>
          simp [addMode, fromBlocks_multiply, fromBlocks_add, fromBlocks_conjTranspose,
            h.1.ac, e]
  · cases p using Fin.cases <;> ext i <;> cases i <;>
      simp [addMode, fromBlocks_conjTranspose, fromBlocks_mulVec, h.2.kill]
  · simpa [dotProduct, Fintype.sum_sum_type] using h.2.unit
```

Two levels with spin need four modes, numbered as follows.

```lean
/-- Numbering of the four spin orbitals of two levels. -/
def label (p : Fin 2 × Bool) : Fin 4 :=
  if p.2 then (if p.1 = 0 then 0 else 2) else (if p.1 = 0 then 1 else 3)
```

Four doublings of a one-dimensional space give matrices of size 16.

```lean
/-- The creation operators of two levels with spin, built by adding four modes to a
one-dimensional space. -/
def twoLevel (p : Fin 2 × Bool) :=
  addMode (addMode (addMode (addMode fun _ : Fin 0 => (0 : Matrix Unit Unit ℂ)))) (label p)
```

Because the numbering is injective, these matrices satisfy `IsFermi`, and the first basis vector satisfies `IsVacuum`.

```lean
/-- The operators `twoLevel` obey the anticommutation relations and have the first basis vector
as normalised vacuum. -/
theorem twoLevel_witness : IsFermi twoLevel ∧
    IsVacuum twoLevel (Sum.elim (Sum.elim (Sum.elim (Sum.elim (fun _ => 1) 0) 0) 0) 0) := by
  have h0 : IsFermi (fun _ : Fin 0 => (0 : Matrix Unit Unit ℂ)) ∧
      IsVacuum (fun _ : Fin 0 => (0 : Matrix Unit Unit ℂ)) (fun _ => 1) :=
    ⟨⟨fun p => p.elim0, fun p => p.elim0⟩, ⟨fun p => p.elim0, by simp [dotProduct]⟩⟩
  have H := addMode_spec (addMode_spec (addMode_spec (addMode_spec h0)))
  have inj : ∀ p q, label p = label q → p = q := by decide
  refine ⟨⟨fun p q => H.1.cc _ _, fun p q => (H.1.ac _ _).trans ?_⟩,
    ⟨fun p => H.2.kill _, H.2.unit⟩⟩
  by_cases e : p = q
  · rw [if_pos e, if_pos (congrArg label e)]
  · rw [if_neg e, if_neg fun e' => e (inj p q e')]

end

end GeminalPower
```

```lean
#print axioms GeminalPower.bcs_eq_sum_geminal_powers
#print axioms GeminalPower.number_geminal_power
#print axioms GeminalPower.normSq_geminal_power
```

```
'GeminalPower.bcs_eq_sum_geminal_powers' depends on axioms: [propext, Classical.choice, Quot.sound]
'GeminalPower.number_geminal_power' depends on axioms: [propext, Classical.choice, Quot.sound]
'GeminalPower.normSq_geminal_power' depends on axioms: [propext, Classical.choice, Quot.sound]
```
